# The exact singlet-triplet gap of the repulsive half-filled Hubbard dimer lies between its Yamaguchi and Noodleman estimates

## Which estimate is too large?

I solved the half-filled Hubbard dimer with unrestricted Hartree-Fock (UHF) and turned the broken-symmetry energy into a singlet-triplet gap. The Noodleman and Yamaguchi formulas give me different numbers. Do they err on opposite sides of the exact gap, and does that survive at small $U$, where my two magnetic orbitals collapse into one?

## Noodleman is too large, Yamaguchi too small

For hopping $t>0$ and on-site repulsion $U>0$, the exact gap lies strictly between the two estimates built from the UHF minimum, also after the collapse. If $U\ge 2t$, the minimum is at orbital overlap $s=2t/U$ with energy $-2t^2/U$, and

$$\frac{4t^2/U}{1+s^2}\;<\;g=\frac{\sqrt{U^2+16t^2}-U}{2}\;<\;\frac{4t^2}{U}.$$

Broken-symmetry calculations of the exchange coupling between two spin-1/2 centres use the same two formulas, but the bracket is established here only for this two-site, one-orbital-per-site model.

### Energies of the determinant and of the exact states

Let $\psi_{ij}$ be the real amplitude for the up electron on site $i$ and the down electron on site $j$, with $i,j\in\{0,1\}$. Either electron hops with amplitude $-t$, and double occupation costs $U$. Hopping of the up electron contributes $-2t(\psi_{00}\psi_{10}+\psi_{01}\psi_{11})$ to the energy, and hopping of the down electron contributes $-2t(\psi_{00}\psi_{01}+\psi_{10}\psi_{11})$. Together with the repulsion,

$$E[\psi]=-2t(\psi_{00}+\psi_{11})(\psi_{01}+\psi_{10})+U(\psi_{00}^2+\psi_{11}^2).$$

Take mirror-image orbitals $(p,q)$ and $(q,p)$ with $p^2+q^2=1$ and overlap $s=2pq$. Then $\psi_{00}=\psi_{11}=pq$, $\psi_{01}=p^2$ and $\psi_{10}=q^2$, so

$$E(s)=-2ts+\tfrac12Us^2.$$

In units of $\hbar^2$, the total spin squared acts as $\psi\mapsto\psi-\psi^T$. Its expectation value is therefore $1-\sum_{ij}\psi_{ij}\psi_{ji}=1-4p^2q^2=1-s^2$.

A negative overlap gives $E(s)>0=E(0)$, so it is enough to minimise over $0\le s\le1$. For $U\ge2t$, completing the square gives

$$E(s)=\tfrac U2\left(s-\tfrac{2t}{U}\right)^2-\tfrac{2t^2}{U},$$

with its minimum inside $[0,1]$. For $U<2t$, write

$$E(s)-E(1)=(1-s)\left[2t-\tfrac U2(1+s)\right].$$

The bracket is positive on $[0,1]$, so the minimum is at $s=1$, where both electrons share one orbital.

Less symmetric orbitals do not get below $-2t^2/U$. For normalised real orbitals $a,b$, put $x=a_0a_1$ and $y=b_0b_1$. Normalisation turns the energy into

$$-2t(x+y)+U\left[x^2+y^2+(1-a_0^2-b_0^2)^2\right].$$

Since $-2tx+Ux^2=U(x-t/U)^2-t^2/U$, and likewise for $y$, the total is at least $-2t^2/U$. For $U<2t$, normalisation also gives $x,y\le\tfrac12<t/U$, so each square is smallest at $\tfrac12$ and the total is at least $-2t+U/2=E(1)$. The mirror-image minimum is therefore the lowest among all real orbitals in both regimes.

For the exact states, squaring the root in the formula for $g$ gives $g(g+U)=4t^2$. The antisymmetric state with $\psi_{01}=-\psi_{10}=1/\sqrt2$ is a triplet of energy $0$, because its hopping terms cancel. The symmetric state with $\psi_{00}=\psi_{11}=g$ and $\psi_{01}=\psi_{10}=2t$, divided by $\sqrt{2g^2+8t^2}$, is a singlet. Before normalisation, $H$ gives $-4t^2+Ug=-g^2$ on the diagonal and $-2tg$ off it, so the energy is $-g$. No state lies lower, because

$$\begin{aligned}g\left(E[\psi]+g\|\psi\|^2\right)={}&\tfrac12\left[2t(\psi_{00}+\psi_{11})-g(\psi_{01}+\psi_{10})\right]^2\\&+\tfrac12\left[2t(\psi_{00}-\psi_{11})\right]^2+\tfrac12\left[g(\psi_{01}-\psi_{10})\right]^2.\end{aligned}$$

### Comparing the estimates with the gap

Let $E_T$ and $E_{BS}$ be the triplet and broken-symmetry energies. Noodleman's estimate $2(E_T-E_{BS})$ treats the broken-symmetry state as an equal mixture of singlet and triplet. Yamaguchi's estimate, $2(E_T-E_{BS})/(\langle S^2\rangle_T-\langle S^2\rangle_{BS})$, reads the mixture from the spin expectation values. Here $E_T=0$ and $\langle S^2\rangle_T=2$, so the denominator is $1+s^2$.

For $U\ge2t$, Noodleman gives $N=4t^2/U=Us^2$. From $gU<g(g+U)=4t^2$ follows $g<N$. Then

$$g=\frac{4t^2}{U+g}=\frac{N}{1+g/U}>\frac{N}{1+N/U}=\frac{N}{1+s^2}.$$

For $U<2t$, Yamaguchi gives $2t-U/2$ and Noodleman $4t-U$. The gap equation reads $(g+U/2)^2=4t^2+U^2/4$. This exceeds $(2t)^2$, which gives the lower bound. It is smaller than $(4t-U/2)^2$ by $4t(3t-U)>0$, which gives the upper bound.

The condition $U>0$ cannot be relaxed to $U\ge0$. At $U=0$ the minimum is $s=1$, and both the Yamaguchi value and the exact gap equal $2t$, so the strict lower inequality fails.

### The dimer in Lean

```lean
import Mathlib

open Matrix

namespace HubbardDimerExchange

noncomputable section

/-- Real amplitudes `ψ i j` for the spin-up electron on site `i` and the spin-down electron
on site `j`. -/
abbrev State := Matrix (Fin 2) (Fin 2) ℝ

/-- The Hubbard Hamiltonian: either electron hops with amplitude `-t`, and a doubly occupied
site costs `U`. -/
def hubbard (t U : ℝ) (ψ : State) : State :=
  (-t) • (!![0, 1; 1, 0] * ψ + ψ * !![0, 1; 1, 0]) + U • Matrix.diagonal (fun i => ψ i i)

/-- The total spin squared, in units of ħ², acting on one up and one down electron. -/
def spinSq (ψ : State) : State := ψ - ψᵀ

/-- The inner product of two real states. -/
def braket (ψ φ : State) : ℝ := ∑ i, ∑ j, ψ i j * φ i j

/-- The determinant with the up electron in orbital `a` and the down electron in orbital `b`. -/
def determinant (a b : Fin 2 → ℝ) : State := Matrix.of fun i j => a i * b j

/-- The UHF energy as a function of the overlap `s` of the two magnetic orbitals. -/
def uhfEnergy (t U s : ℝ) : ℝ := -2 * t * s + U * s ^ 2 / 2

/-- The closed formula for the exact singlet-triplet gap. -/
def exactGap (t U : ℝ) : ℝ := (Real.sqrt (U ^ 2 + 16 * t ^ 2) - U) / 2

/-- Noodleman's estimate of the gap from the triplet and broken-symmetry energies. -/
def noodlemanGap (eT eBS : ℝ) : ℝ := 2 * (eT - eBS)

/-- Yamaguchi's estimate of the gap, which also uses the spin expectation values of the triplet
and the broken-symmetry state; its domain is `sT ≠ sBS`. -/
def yamaguchiGap (eT eBS sT sBS : ℝ) : ℝ := 2 * (eT - eBS) / (sT - sBS)

/-- The quadratic form `⟨ψ, Hψ⟩` written in the four amplitudes of `ψ`; for a normalised state it is
the energy expectation value. -/
theorem energy_formula (t U : ℝ) (ψ : State) :
    braket ψ (hubbard t U ψ) =
      -2 * t * (ψ 0 0 + ψ 1 1) * (ψ 0 1 + ψ 1 0) + U * (ψ 0 0 ^ 2 + ψ 1 1 ^ 2) := by
  -- expand the matrix products entry by entry, then insert the hopping amplitudes
  simp only [braket, hubbard, Matrix.add_apply, Matrix.smul_apply, Matrix.mul_apply,
    Fin.sum_univ_two, Matrix.diagonal_apply, smul_eq_mul]
  simp
  ring

/-- For normalised mirror-image orbitals `(p, q)` and `(q, p)` with overlap `2pq`, the determinant
is normalised, has the UHF energy of that overlap, and has spin expectation value one minus the
squared overlap. -/
theorem broken_symmetry_expectations (t U p q : ℝ) (h : p ^ 2 + q ^ 2 = 1) :
    braket (determinant ![p, q] ![q, p]) (determinant ![p, q] ![q, p]) = 1 ∧
    braket (determinant ![p, q] ![q, p]) (hubbard t U (determinant ![p, q] ![q, p]))
      = uhfEnergy t U (2 * p * q) ∧
    braket (determinant ![p, q] ![q, p]) (spinSq (determinant ![p, q] ![q, p]))
      = 1 - (2 * p * q) ^ 2 := by
  refine ⟨?_, ?_, ?_⟩
  · simp [braket, determinant, Fin.sum_univ_two]
    linear_combination (p ^ 2 + q ^ 2 + 1) * h
  · rw [energy_formula]
    simp [determinant, uhfEnergy]
    linear_combination (-4 * t * p * q) * h
  · simp [braket, determinant, spinSq, Fin.sum_univ_two]
    linear_combination (p ^ 2 + q ^ 2 + 1) * h

/-- For `U > 0`, no determinant of two normalised real orbitals has an energy below `-2t²/U`. -/
theorem determinant_energy_bound (t U : ℝ) (hU : 0 < U) (a b : Fin 2 → ℝ)
    (ha : a 0 ^ 2 + a 1 ^ 2 = 1) (hb : b 0 ^ 2 + b 1 ^ 2 = 1) :
    -(2 * t ^ 2 / U) ≤ braket (determinant a b) (hubbard t U (determinant a b)) := by
  have hE : braket (determinant a b) (hubbard t U (determinant a b)) =
      -2 * t * (a 0 * a 1 + b 0 * b 1) +
        U * ((a 0 * a 1) ^ 2 + (b 0 * b 1) ^ 2 + (1 - a 0 ^ 2 - b 0 ^ 2) ^ 2) := by
    rw [energy_formula]
    simp only [determinant, Matrix.of_apply]
    linear_combination (-2 * t * b 0 * b 1 - U * (a 0 ^ 2 - b 1 ^ 2)) * ha +
      (-2 * t * a 0 * a 1 - U * (a 0 ^ 2 + b 0 ^ 2 - 1)) * hb
  -- complete the square separately for each orbital
  have sq (x : ℝ) : -(t ^ 2 / U) ≤ -2 * t * x + U * x ^ 2 := by
    obtain ⟨r, hr⟩ : ∃ r, r = t / U := ⟨_, rfl⟩
    have h1 : U * r = t := by rw [hr]; field_simp
    have h2 : t ^ 2 / U = t * r := by rw [hr]; ring
    have h3 : -2 * t * x + U * x ^ 2 + t * r = U * (x - r) ^ 2 := by
      linear_combination (2 * x - r) * h1
    have h4 : 0 ≤ U * (x - r) ^ 2 := by positivity
    linarith
  have h5 : 0 ≤ U * (1 - a 0 ^ 2 - b 0 ^ 2) ^ 2 := by positivity
  have h6 : 2 * t ^ 2 / U = t ^ 2 / U + t ^ 2 / U := by ring
  rw [hE, h6]
  linarith [sq (a 0 * a 1), sq (b 0 * b 1)]

/-- For `t > 0` the gap `g` is positive and solves `g (g + U) = 4t²`. -/
theorem exactGap_equation (t U : ℝ) (ht : 0 < t) :
    0 < exactGap t U ∧ exactGap t U * (exactGap t U + U) = 4 * t ^ 2 := by
  have h1 : U < Real.sqrt (U ^ 2 + 16 * t ^ 2) :=
    Real.lt_sqrt_of_sq_lt (by nlinarith [pow_pos ht 2])
  have h2 := Real.sq_sqrt (show 0 ≤ U ^ 2 + 16 * t ^ 2 by positivity)
  unfold exactGap
  exact ⟨by linarith, by linear_combination h2 / 4⟩

/-- For `t > 0`, the dimer has a triplet at energy zero and a singlet at minus the exact gap,
and no state has a lower energy than this singlet. -/
theorem exact_spectrum (t U : ℝ) (ht : 0 < t) :
    (spinSq !![0, 1; -1, 0] = (2 : ℝ) • !![0, 1; -1, 0] ∧
      hubbard t U !![0, 1; -1, 0] = 0) ∧
    (spinSq !![exactGap t U, 2 * t; 2 * t, exactGap t U] = 0 ∧
      hubbard t U !![exactGap t U, 2 * t; 2 * t, exactGap t U] =
        (-exactGap t U) • !![exactGap t U, 2 * t; 2 * t, exactGap t U]) ∧
    ∀ ψ : State, -exactGap t U * braket ψ ψ ≤ braket ψ (hubbard t U ψ) := by
  obtain ⟨h0, hg⟩ := exactGap_equation t U ht
  generalize exactGap t U = g at *
  refine ⟨⟨?_, ?_⟩, ⟨?_, ?_⟩, fun ψ => ?_⟩
  · ext i j
    fin_cases i <;> fin_cases j <;> norm_num [spinSq]
  · ext i j
    fin_cases i <;> fin_cases j <;>
      norm_num [hubbard, Matrix.mul_apply, Fin.sum_univ_two]
  · ext i j
    fin_cases i <;> fin_cases j <;> simp [spinSq]
  · ext i j
    fin_cases i <;> fin_cases j <;>
      simp [hubbard] <;> linarith
  · -- the energy above the singlet, times the gap, is a sum of squares
    have hn : braket ψ ψ = ψ 0 0 ^ 2 + ψ 0 1 ^ 2 + ψ 1 0 ^ 2 + ψ 1 1 ^ 2 := by
      simp only [braket, Fin.sum_univ_two]
      ring
    have key : g * (braket ψ (hubbard t U ψ) + g * braket ψ ψ) =
        (2 * t * (ψ 0 0 + ψ 1 1) - g * (ψ 0 1 + ψ 1 0)) ^ 2 / 2 +
        (2 * t * (ψ 0 0 - ψ 1 1)) ^ 2 / 2 + (g * (ψ 0 1 - ψ 1 0)) ^ 2 / 2 := by
      rw [energy_formula, hn]
      linear_combination (ψ 0 0 ^ 2 + ψ 1 1 ^ 2) * hg
    have hpos : 0 ≤ g * (braket ψ (hubbard t U ψ) + g * braket ψ ψ) := by
      rw [key]; positivity
    have := nonneg_of_mul_nonneg_right hpos h0
    linarith

/-- For `t > 0` and `U ≥ 2t`, the overlap `2t/U` lies in `[0,1]`, has UHF energy `-2t²/U`, and
every other overlap has a higher energy. -/
theorem uhf_minimum (t U : ℝ) (ht : 0 < t) (hU : 2 * t ≤ U) :
    2 * t / U ∈ Set.Icc (0 : ℝ) 1 ∧ uhfEnergy t U (2 * t / U) = -(2 * t ^ 2 / U) ∧
    ∀ r, r ≠ 2 * t / U → uhfEnergy t U (2 * t / U) < uhfEnergy t U r := by
  have hU0 : 0 < U := by linarith
  refine ⟨⟨by positivity, (div_le_one hU0).mpr hU⟩, ?_⟩
  obtain ⟨s, hs⟩ : ∃ s, s = 2 * t / U := ⟨_, rfl⟩
  have h1 : U * s = 2 * t := by rw [hs]; field_simp
  have h2 : 2 * t ^ 2 / U = t * s := by rw [hs]; ring
  rw [← hs, h2]
  refine ⟨by unfold uhfEnergy; linear_combination (s / 2) * h1, fun r hr => ?_⟩
  have h3 : uhfEnergy t U r - uhfEnergy t U s = U / 2 * (r - s) ^ 2 := by
    unfold uhfEnergy
    linear_combination (r - s) * h1
  have h4 : 0 < (r - s) ^ 2 := sq_pos_of_ne_zero (sub_ne_zero.mpr hr)
  have h5 : 0 < U / 2 * (r - s) ^ 2 := by positivity
  linarith

/-- For `t, U > 0`, the exact gap lies strictly between `(4t²/U)/(1+s²)` with `s = 2t/U`
and `4t²/U`. -/
theorem closed_form_bounds (t U : ℝ) (ht : 0 < t) (hU : 0 < U) :
    4 * t ^ 2 / U / (1 + (2 * t / U) ^ 2) < exactGap t U ∧ exactGap t U < 4 * t ^ 2 / U := by
  obtain ⟨h0, hg⟩ := exactGap_equation t U ht
  generalize exactGap t U = g at *
  have hN : g < 4 * t ^ 2 / U := by
    rw [lt_div_iff₀ hU]
    nlinarith [pow_pos h0 2]
  refine ⟨?_, hN⟩
  obtain ⟨s, hs⟩ : ∃ s, s = 2 * t / U := ⟨_, rfl⟩
  have h1 : U * s = 2 * t := by rw [hs]; field_simp
  have h2 : 4 * t ^ 2 / U = U * s ^ 2 := by
    rw [div_eq_iff hU.ne']
    linear_combination -(U * s + 2 * t) * h1
  rw [h2] at hN
  rw [← hs, h2, div_lt_iff₀ (by positivity)]
  have h3 : U * (g * (1 + s ^ 2) - U * s ^ 2) = g * (U * s ^ 2 - g) := by
    linear_combination hg - (U * s + 2 * t) * h1
  have h4 : 0 < U * (g * (1 + s ^ 2) - U * s ^ 2) := by
    rw [h3]; exact mul_pos h0 (by linarith)
  have := (mul_pos_iff_of_pos_left hU).mp h4
  linarith

/-- For `t, U > 0` and an overlap `s` that minimises the UHF energy on `[0,1]`, the exact gap lies
strictly between the Yamaguchi and the Noodleman estimate, both taken with triplet energy 0. -/
theorem yamaguchi_lt_exact_lt_noodleman (t U s : ℝ) (ht : 0 < t) (hU : 0 < U)
    (hs : s ∈ Set.Icc (0 : ℝ) 1)
    (hmin : ∀ r ∈ Set.Icc (0 : ℝ) 1, uhfEnergy t U s ≤ uhfEnergy t U r) :
    yamaguchiGap 0 (uhfEnergy t U s) 2 (1 - s ^ 2) < exactGap t U ∧
    exactGap t U < noodlemanGap 0 (uhfEnergy t U s) := by
  rcases le_or_gt (2 * t) U with h | h
  · -- `U ≥ 2t`: the minimiser is 2t/U, with broken symmetry once `U > 2t`
    obtain ⟨hm, hv, hlt⟩ := uhf_minimum t U ht h
    have hse : s = 2 * t / U := by
      by_contra hne
      exact absurd (hmin _ hm) (not_le_of_gt (hlt s hne))
    have e1 : 2 * (0 - -(2 * t ^ 2 / U)) = 4 * t ^ 2 / U := by ring
    have e2 : 2 - (1 - (2 * t / U) ^ 2) = 1 + (2 * t / U) ^ 2 := by ring
    rw [hse, hv, yamaguchiGap, noodlemanGap, e1, e2]
    exact closed_form_bounds t U ht hU
  · -- restricted regime: both electrons share one orbital
    have hse : s = 1 := by
      by_contra hne
      have h1 : 0 < 1 - s := sub_pos.mpr (lt_of_le_of_ne hs.2 hne)
      have h2 : 0 < 2 * t - U * (1 + s) / 2 := by nlinarith [mul_pos hU h1]
      have h3 : uhfEnergy t U s - uhfEnergy t U 1 = (1 - s) * (2 * t - U * (1 + s) / 2) := by
        unfold uhfEnergy; ring
      linarith [mul_pos h1 h2, hmin 1 ⟨zero_le_one, le_refl 1⟩]
    obtain ⟨h0, hg⟩ := exactGap_equation t U ht
    generalize exactGap t U = g at *
    have e1 : yamaguchiGap 0 (uhfEnergy t U 1) 2 (1 - 1 ^ 2) = 2 * t - U / 2 := by
      unfold yamaguchiGap uhfEnergy; ring
    have e2 : noodlemanGap 0 (uhfEnergy t U 1) = 4 * t - U := by
      unfold noodlemanGap uhfEnergy; ring
    have hsq : (g + U / 2) ^ 2 = 4 * t ^ 2 + U ^ 2 / 4 := by linear_combination hg
    rw [hse, e1, e2]
    constructor
    · have : 2 * t < g + U / 2 :=
        lt_of_pow_lt_pow_left₀ 2 (by positivity) (by nlinarith [pow_pos hU 2])
      linarith
    · have : g + U / 2 < 4 * t - U / 2 :=
        lt_of_pow_lt_pow_left₀ 2 (by linarith)
          (by nlinarith [mul_pos ht (sub_pos.mpr h), pow_pos ht 2])
      linarith

end

end HubbardDimerExchange
```

```lean
#print axioms HubbardDimerExchange.broken_symmetry_expectations
-- 'HubbardDimerExchange.broken_symmetry_expectations' depends on axioms: [propext, Classical.choice, Quot.sound]
#print axioms HubbardDimerExchange.determinant_energy_bound
-- 'HubbardDimerExchange.determinant_energy_bound' depends on axioms: [propext, Classical.choice, Quot.sound]
#print axioms HubbardDimerExchange.exact_spectrum
-- 'HubbardDimerExchange.exact_spectrum' depends on axioms: [propext, Classical.choice, Quot.sound]
#print axioms HubbardDimerExchange.yamaguchi_lt_exact_lt_noodleman
-- 'HubbardDimerExchange.yamaguchi_lt_exact_lt_noodleman' depends on axioms: [propext, Classical.choice, Quot.sound]
```

### What the Lean statements say about the dimer

A `State` is the $2\times2$ real matrix of amplitudes. In `hubbard`, multiplying by the site-exchange matrix from the left moves the up electron, and from the right the down electron. `spinSq` is the spin operator, `braket` the inner product, and `determinant a b` the product of an up and a down orbital.

The main theorem, `yamaguchi_lt_exact_lt_noodleman`, takes positive `t` and `U` and an overlap `s` in $[0,1]$. The hypothesis `hmin` says that no overlap in that interval has a lower UHF energy: `s` is the outcome of the Hartree-Fock minimisation. The conclusion is the pair of strict inequalities. The gap is triplet minus singlet energy, hence positive for antiferromagnetic coupling.

This theorem receives the energies and spin values as numbers. `broken_symmetry_expectations` derives those of the determinant from the Hamiltonian and the spin operator, and `exact_spectrum` supplies the triplet values and identifies `exactGap` as the gap. The triplet there is the component with one up and one down electron; spin symmetry gives the two-up determinant the same energy.

`uhf_minimum` states the location, value and uniqueness of the minimum for $U\ge2t$. `closed_form_bounds` holds for every $U>0$, although $2t/U$ is an orbital overlap only when $U\ge2t$.

The model has two equivalent sites, real amplitudes and no direct exchange or intersite repulsion. `determinant_energy_bound` compares with all normalised real determinants, but its bound is the UHF minimum only for $U\ge2t$. For smaller $U$, the Lean minimisation is over the mirror-image family alone; that other real orbitals do not get lower is shown only by hand, above.

### Squares and factorisations in the proofs

`energy_formula` expands the matrix products into the four-amplitude energy. In `broken_symmetry_expectations`, `linear_combination` inserts the normalisation $p^2+q^2=1$ with the right polynomial factor. `determinant_energy_bound` first proves the rewritten energy as `hE`; its local lemma `sq` then completes the square for one orbital and is applied to each.

`exactGap_equation` proves $g>0$ and $g(g+U)=4t^2$. After that, `generalize` replaces the square-root formula by a plain number `g`, and only these two properties are used. `exact_spectrum` checks the two eigenstates entry by entry and proves the sum of squares above as `key`; dividing out the positive factor `g` leaves the energy bound.

`uhf_minimum` writes the energy difference from the minimum as $\frac U2(r-s)^2$. In `closed_form_bounds`, the lower bound is the chain of fractions above with the denominators cleared:

$$U\left[g(1+s^2)-Us^2\right]=g(Us^2-g).$$

The right side is positive by the upper bound already proved.

The main theorem splits into $2t\le U$ and $U<2t$. In the first case, uniqueness of the minimum forces `s = 2 * t / U`, and `closed_form_bounds` finishes. In the second, the factorisation of $E(s)-E(1)$ forces `s = 1`, and `hsq` supplies the formula for $(g+U/2)^2$. Comparing squares, with `lt_of_pow_lt_pow_left₀` to return to the numbers themselves, gives both inequalities.
